# As many consecutive odd absences as atoms imply a half-cell translation in one dimension

## Atoms, phases and partners

A one-dimensional crystal has m atoms in its unit cell, at distinct fractional coordinates x_j in [0,1) and with nonzero complex weights f_j, scattering amplitudes taken to be the same in every reflection. For an integer h, write the phase factor and the structure factor as

φ_h(x) = exp(2πi h x),  F(h) = Σ_j f_j φ_h(x_j).

If every atom has a partner of equal weight displaced by 1/2 modulo 1, all reflections with odd h are absent. The question here is the reverse one: how many odd absences establish the half-cell translation? A run of m is enough. If F vanishes at h₀, h₀+2, ..., h₀+2(m−1) with h₀ odd, then F vanishes at every odd h, and every atom has such a partner.

For finitely many point scatterers in one dimension, this gives a finite list of absent reflections that is sufficient to justify halving the cell.

## From a finite run to every odd reflection

Take any integer step d. Since φ is an exponential,

F(h₀ + d n) = Σ_j c_j w_j^n,  c_j = f_j φ_{h₀}(x_j),  w_j = φ_d(x_j).

Call the numbers w_j nodes; several atoms may share one. Suppose the sum vanishes for n = 0, ..., m−1. Fix an atom i and let

P(z) = Π (z − u) = Σ_k p_k z^k,

where the product runs over the distinct nodes u other than w_i. There are at most m−1 of these, so k runs only up to m−1 and

Σ_j c_j P(w_j) = Σ_k p_k F(h₀ + d k) = 0.

On the left only atoms at the node w_i survive, which leaves P(w_i) times the sum of their c_j. Since P(w_i) ≠ 0, the amplitudes at each node add to zero. Grouping F(h₀ + d n) by nodes then gives zero for every integer n, negative ones included. With d = 2 these are all the odd reflections.

## Why the atoms pair up

Let two distinct positions x, y in [0,1) share a node for d = 2. Then exp(4πi x) = exp(4πi y), so 2x = 2y + n for an integer n. Since |x − y| < 1, n is −1, 0 or 1, and n = 0 would make the positions equal. Hence x = y ± 1/2, which is the fractional part of y + 1/2. A node therefore carries at most two atoms.

For odd h and x' = x + 1/2 − N with N an integer,

φ_h(x') = φ_h(x) exp(πi h) exp(−2πi h N) = −φ_h(x).

If atom j were alone at its node, f_j φ_{h₀}(x_j) would be zero, which is impossible. So it has a partner i, and

f_j φ_{h₀}(x_j) − f_i φ_{h₀}(x_j) = 0,

which gives f_i = f_j.

For the converse, let s(j) be the partner of j. Distinct atoms have distinct partners, so s is a permutation, and for odd h

F(h) = Σ_j f_{s(j)} φ_h(x_{s(j)}) = −Σ_j f_j φ_h(x_j) = −F(h).

Hence F(h) = 0.

## Three atoms with two absences

Place unit weights at 0, 1/3 and 2/3, and let ω = exp(2πi/3), so that 1 + ω + ω² = 0. Then

F(5) = 1 + ω² + ω = 0,
F(7) = 1 + ω + ω² = 0,
F(9) = 1 + 1 + 1 = 3.

Two consecutive odd absences are thus not enough for three atoms: no atom here has a partner at distance 1/2. The polynomial shows what the third reflection detects. For d = 2 the nodes are 1, ω² and ω, and for the atom at 0

P(z) = (z − ω)(z − ω²) = 1 + z + z².

The combination F(5) + F(7) + F(9) = 3 equals P(1) times the amplitude 1 of that atom.

## Structure factors in Lean

The atoms are labelled by a finite type `ι`, and m is `Fintype.card ι`.

```lean
import Mathlib

open Finset

namespace CentringAbsences

noncomputable section

variable {ι : Type*} [Fintype ι]
```

The phase takes an integer reflection index and a real coordinate. Its sign convention is exp(+2πi h x).

```lean
/-- The phase factor `exp(2πi h x)` of an atom at fractional coordinate `x` in reflection `h`. -/
def phase (h : ℤ) (x : ℝ) : ℂ := Complex.exp (2 * Real.pi * Complex.I * h * x)
```

The weights do not depend on h.

```lean
/-- The structure factor `F(h) = ∑ f_j exp(2πi h x_j)` of atoms at `x_j` with weights `f_j`. -/
def structureFactor (x : ι → ℝ) (f : ι → ℂ) (h : ℤ) : ℂ := ∑ j, f j * phase h (x j)
```

The next predicate concerns positions and weights only and does not mention F. "Centring" usually describes a three-dimensional lattice; in one dimension, for distinct positions in [0,1), the property means that the chosen cell can be halved. `Int.fract` is the fractional part, which brings the displaced coordinate back into [0,1).

```lean
/-- Every atom `j` has a partner of equal weight whose coordinate is the fractional part of
`x j + 1/2`. -/
def IsHalfCentred (x : ι → ℝ) (f : ι → ℂ) : Prop :=
  ∀ j, ∃ i, x i = Int.fract (x j + 1 / 2) ∧ f i = f j
```

## Phases along a progression and under a half shift

The first lemma is the factorisation into c_j and w_j^n. The exponent n is an integer, so the formula also holds for reflections below h₀.

```lean
/-- Along a progression of reflections `h₀ + d n` each phase factor is a fixed factor times
the `n`-th power of `exp(2πi d x)`. -/
theorem phase_progression (h₀ d n : ℤ) (x : ℝ) :
    phase (h₀ + d * n) x = phase h₀ x * phase d x ^ n := by
  unfold phase
  rw [← Complex.exp_int_mul, ← Complex.exp_add]
  congr 1
  push_cast
  ring
```

The sign reversal writes h as 2k+1 and splits the exponent into the original phase, a term πi and an integer multiple of 2πi. These three parts contribute φ_h(x), −1 and 1.

```lean
/-- A displacement by `1/2` modulo `1` reverses the sign of the phase factor in every odd
reflection. -/
theorem phase_half_shift {h : ℤ} (hh : Odd h) (x : ℝ) :
    phase h (Int.fract (x + 1 / 2)) = -phase h x := by
  obtain ⟨k, rfl⟩ := hh
  have hone : Complex.exp (((k - (2 * k + 1) * ⌊x + 1 / 2⌋ : ℤ) : ℂ) *
      (2 * Real.pi * Complex.I)) = 1 := Complex.exp_eq_one_iff.2 ⟨_, rfl⟩
  have hexp : 2 * Real.pi * Complex.I * ((2 * k + 1 : ℤ) : ℂ) *
      ((Int.fract (x + 1 / 2) : ℝ) : ℂ) =
      2 * Real.pi * Complex.I * ((2 * k + 1 : ℤ) : ℂ) * (x : ℂ) + Real.pi * Complex.I +
      ((k - (2 * k + 1) * ⌊x + 1 / 2⌋ : ℤ) : ℂ) * (2 * Real.pi * Complex.I) := by
    rw [← Int.self_sub_floor]
    push_cast
    ring
  unfold phase
  rw [hexp, Complex.exp_add, Complex.exp_add, hone, Complex.exp_pi_mul_I]
  ring
```

The following lemma identifies positions that share a node for d = 2. Equality of exponentials gives `hr`, the relation 2x = 2y + n, and the bounds on x and y leave three values of n. The last three lines treat them in turn; the middle one contradicts `hxy`.

```lean
/-- Two different positions in `[0,1)` with the same phase factor in reflection `2` differ by
`1/2` modulo `1`. -/
theorem eq_half_shift_of_phase_two {x y : ℝ} (hx : x ∈ Set.Ico (0 : ℝ) 1)
    (hy : y ∈ Set.Ico (0 : ℝ) 1) (hxy : x ≠ y) (h : phase 2 x = phase 2 y) :
    x = Int.fract (y + 1 / 2) := by
  obtain ⟨hx0, hx1⟩ := hx
  obtain ⟨hy0, hy1⟩ := hy
  obtain ⟨n, hn⟩ := Complex.exp_eq_exp_iff_exists_int.1 h
  have hc : (2 * x : ℂ) = 2 * y + n := by
    apply mul_left_cancel₀ Complex.two_pi_I_ne_zero
    push_cast at hn
    linear_combination hn
  have hr : 2 * x = 2 * y + n := by exact_mod_cast hc
  -- the integer `n` can only be `-1`, `0` or `1`
  have h1 : n < 2 := by
    have : (n : ℝ) < 2 := by linarith
    exact_mod_cast this
  have h2 : -2 < n := by
    have : (-2 : ℝ) < n := by linarith
    exact_mod_cast this
  have h3 : n = -1 ∨ n = 0 ∨ n = 1 := by omega
  symm
  rw [Int.fract_eq_iff]
  refine ⟨hx0, hx1, ?_⟩
  rcases h3 with rfl | rfl | rfl
  · exact ⟨1, by push_cast at hr ⊢; linarith⟩
  · exact absurd (by push_cast at hr; linarith) hxy
  · exact ⟨0, by push_cast at hr ⊢; linarith⟩
```

## Cancellation at each node

This lemma concerns exponential sums with arbitrary complex nodes. `hdeg` bounds the degree of P below m, while `hev` and `hne` say that P vanishes at the other nodes and not at `w i`. `hsum` expands P in powers and exchanges the two sums, so that each coefficient multiplies one of the vanishing sums. The final lines keep only the atoms at the chosen node.

```lean
/-- If an exponential sum of `m` terms vanishes at the exponents `0, ..., m - 1`, the amplitudes
that share a common node add up to zero. -/
theorem node_amplitude_eq_zero (c w : ι → ℂ)
    (hz : ∀ k : ℕ, k < Fintype.card ι → ∑ j, c j * w j ^ k = 0) (i : ι) :
    ∑ j with w j = w i, c j = 0 := by
  -- a polynomial that vanishes at every node except `w i`
  obtain ⟨P, hP⟩ : ∃ P : Polynomial ℂ, P = ∏ u ∈ (univ.image w).erase (w i),
    (Polynomial.X - Polynomial.C u) := ⟨_, rfl⟩
  have hdeg : P.natDegree < Fintype.card ι := by
    have h1 : P.natDegree ≤ ((univ.image w).erase (w i)).card := by
      rw [hP]
      refine (Polynomial.natDegree_prod_le _ _).trans ?_
      simp only [Polynomial.natDegree_X_sub_C, sum_const, smul_eq_mul, mul_one, le_refl]
    have h2 := card_erase_lt_of_mem (mem_image_of_mem w (mem_univ i))
    have h3 : (univ.image w).card ≤ Fintype.card ι := card_image_le
    omega
  have hev : ∀ j, w j ≠ w i → P.eval (w j) = 0 := by
    intro j hj
    rw [hP, Polynomial.eval_prod]
    exact prod_eq_zero (mem_erase.2 ⟨hj, mem_image_of_mem w (mem_univ j)⟩) (by simp)
  have hne : P.eval (w i) ≠ 0 := by
    rw [hP, Polynomial.eval_prod, prod_ne_zero_iff]
    intro u hu
    rw [Polynomial.eval_sub, Polynomial.eval_X, Polynomial.eval_C]
    exact sub_ne_zero.2 (ne_of_mem_erase hu).symm
  have hsum : ∑ j, c j * P.eval (w j) = 0 := by
    simp_rw [Polynomial.eval_eq_sum_range' hdeg, mul_sum]
    rw [sum_comm]
    refine sum_eq_zero fun k hk => ?_
    have hk' := hz k (mem_range.1 hk)
    calc ∑ j, c j * (P.coeff k * w j ^ k) = P.coeff k * ∑ j, c j * w j ^ k := by
          rw [mul_sum]
          exact sum_congr rfl fun j _ => by ring
      _ = 0 := by rw [hk', mul_zero]
  apply (mul_eq_zero.1 _).resolve_left hne
  rw [← hsum, mul_sum, sum_filter]
  refine sum_congr rfl fun j _ => ?_
  split_ifs with h
  · rw [h, mul_comm]
  · rw [hev j h, mul_zero]
```

The same cancellation carries the absences along the whole progression. The theorem allows any step d, coincident positions and zero weights. `sum_fiberwise_of_maps_to` groups the atoms by node, and each group contributes its common power times a zero amplitude.

```lean
/-- If the structure factor of `m` atoms vanishes at `m` successive members of a progression of
reflections with step `d`, it vanishes on the whole progression, in both directions. -/
theorem absences_propagate (x : ι → ℝ) (f : ι → ℂ) (h₀ d : ℤ)
    (habs : ∀ k : ℕ, k < Fintype.card ι → structureFactor x f (h₀ + d * k) = 0) (n : ℤ) :
    structureFactor x f (h₀ + d * n) = 0 := by
  simp only [structureFactor, phase_progression, ← mul_assoc, zpow_natCast] at habs ⊢
  have key := node_amplitude_eq_zero _ (fun j => phase d (x j)) habs
  -- collect the atoms node by node
  rw [← sum_fiberwise_of_maps_to (t := univ.image fun j => phase d (x j))
    (fun j _ => mem_image_of_mem (fun j => phase d (x j)) (mem_univ j))]
  refine sum_eq_zero fun z hz => ?_
  obtain ⟨i, -, hi⟩ := mem_image.1 hz
  have hi' := key i

  rw [hi] at hi'
  rw [← zero_mul (z ^ n), ← hi', sum_mul]
  refine sum_congr rfl fun j hj => ?_
  have hjz : phase d (x j) = z := (mem_filter.1 hj).2
  rw [hjz]
```

## The half-cell translation and its converse

In the main theorem `hx` places the atoms in [0,1), `hinj` makes their positions distinct, and `hf` excludes zero weights. `hodd` and `habs` express the run of m absences starting at an odd h₀. The conclusion is that all odd reflections are absent and that the arrangement is half-centred.

For the first part, an odd h is written as h₀ + 2(b − a) and the preceding theorem applies. For the second, `key` is the cancellation at the node of atom j, and `by_cases` asks whether another atom shares that node. If one does, `Fintype.sum_eq_add` reduces the sum to two terms, the half shift supplies the minus sign, and division by the nonzero phase gives equal weights. If none does, the single remaining term contradicts `hf`.

```lean
/-- Let `m` atoms have distinct positions in `[0,1)` and nonzero weights. If `F` vanishes at `m`
consecutive odd integers, it vanishes at all odd integers, and every atom has a partner of equal
weight displaced by `1/2` modulo `1`. -/
theorem centring_of_consecutive_absences (x : ι → ℝ) (f : ι → ℂ)
    (hx : ∀ j, x j ∈ Set.Ico (0 : ℝ) 1) (hinj : Function.Injective x) (hf : ∀ j, f j ≠ 0)
    (h₀ : ℤ) (hodd : Odd h₀)
    (habs : ∀ k : ℕ, k < Fintype.card ι → structureFactor x f (h₀ + 2 * k) = 0) :
    (∀ h : ℤ, Odd h → structureFactor x f h = 0) ∧ IsHalfCentred x f := by
  constructor
  · intro h hh
    obtain ⟨a, ha⟩ := hodd
    obtain ⟨b, hb⟩ := hh
    have hab : h = h₀ + 2 * (b - a) := by omega
    rw [hab]
    exact absences_propagate x f h₀ 2 habs (b - a)
  · intro j
    have hp : ∀ i, phase h₀ (x i) ≠ 0 := fun i => Complex.exp_ne_zero _
    simp only [structureFactor, phase_progression, ← mul_assoc, zpow_natCast] at habs
    have key := node_amplitude_eq_zero _ (fun i => phase 2 (x i)) habs j
    rw [sum_filter] at key
    have hpos : ∀ i, i ≠ j → phase 2 (x i) = phase 2 (x j) →
        x i = Int.fract (x j + 1 / 2) := fun i hi h =>
      eq_half_shift_of_phase_two (hx i) (hx j) (hinj.ne hi) h
    by_cases hex : ∃ i, i ≠ j ∧ phase 2 (x i) = phase 2 (x j)
    · -- exactly two atoms share the node, and their contributions cancel
      obtain ⟨i, hij, hi⟩ := hex
      have hxi := hpos i hij hi
      refine ⟨i, hxi, ?_⟩
      rw [Fintype.sum_eq_add i j hij (fun k hk => if_neg fun h =>
        hk.1 (hinj ((hpos k hk.2 h).trans hxi.symm))), if_pos hi, if_pos rfl, hxi,
        phase_half_shift hodd] at key
      apply mul_right_cancel₀ (hp j)
      linear_combination -key
    · -- an atom alone at its node would have zero weight
      rw [Fintype.sum_eq_single j (fun k hk => if_neg fun h => hex ⟨k, hk, h⟩),
        if_pos rfl] at key
      exact absurd key (mul_ne_zero (hf j) (hp j))
```

With one atom the run of absences cannot occur, since F(h₀) is a single nonzero term; with none, both conclusions hold trivially.

The converse chooses a partner `s j` for each atom and shows that `s` is injective, hence a permutation of the finite set. Reordering the sum by `s` gives `hperm`, which says −F(h) = F(h).

```lean
/-- Conversely, if atoms at distinct positions in `[0,1)` all have partners of equal weight
displaced by `1/2` modulo `1`, every odd reflection is absent. -/
theorem absent_of_isHalfCentred (x : ι → ℝ) (f : ι → ℂ)
    (hx : ∀ j, x j ∈ Set.Ico (0 : ℝ) 1) (hinj : Function.Injective x)
    (hc : IsHalfCentred x f) {h : ℤ} (hh : Odd h) : structureFactor x f h = 0 := by
  choose s hs hfs using hc
  -- passing to the partner permutes the atoms
  have hsinj : Function.Injective s := by
    intro i j hij
    have h1 : Int.fract (x i + 1 / 2) = Int.fract (x j + 1 / 2) := by
      rw [← hs i, ← hs j, hij]
    obtain ⟨z, hz⟩ := Int.fract_eq_fract.1 h1
    have h2 : Int.fract (x i) = Int.fract (x j) :=
      Int.fract_eq_fract.2 ⟨z, by linarith⟩
    rw [Int.fract_eq_self.2 (hx i), Int.fract_eq_self.2 (hx j)] at h2
    exact hinj h2
  have hperm := (Finite.injective_iff_bijective.1 hsinj).sum_comp
    (fun j => f j * phase h (x j))
  simp only [hs, hfs, phase_half_shift hh, mul_neg, sum_neg_distrib] at hperm
  unfold structureFactor
  linear_combination (-1 / 2 : ℂ) * hperm

end

end CentringAbsences
```

```lean
#print axioms CentringAbsences.centring_of_consecutive_absences
#print axioms CentringAbsences.absent_of_isHalfCentred
```

```
'CentringAbsences.centring_of_consecutive_absences' depends on axioms: [propext, Classical.choice, Quot.sound]
'CentringAbsences.absent_of_isHalfCentred' depends on axioms: [propext, Classical.choice, Quot.sound]
```

## From fixed weights to a diffraction pattern

The theorem assumes that each f_j is the same in every reflection, which a measured pattern does not satisfy exactly. Real atomic form factors and thermal factors vary with h, and differently for different elements, so the weights in successive reflections are not the same numbers. The theorem also takes F to be exactly zero, whereas for an unobserved reflection an experiment only bounds the intensity from above.

In a three-dimensional crystal, the h00 row sees only the atoms projected onto one axis. A half-cell translation of that projection may come from a twofold screw axis as well as from a centred lattice.
